# Fractional moments of a single site's Green's function under uniform disorder: a bound at every energy for orders $0\le s<1$

Take an isolated site whose level $v$ is random, uniform on $[0,W]$ with $W>0$, and probe it at a real energy $z$ inside that window: the Green's function $G=1/(v-z)$ grows without limit as the level approaches the energy, so does its absolute value have a finite disorder average? It does not, but for each exponent $0\le s<1$ the average of $|G|^s$ is at most $(2/W)^s/(1-s)$, and this holds at every complex $z$.

```lean
import Mathlib

open MeasureTheory Set

namespace FractionalMoments

noncomputable section

/-- Green's function `1 / (v - z)` of an isolated site with level `v` at complex energy `z`,
for `z ≠ v`. -/
def siteGreen (v : ℝ) (z : ℂ) : ℂ := ((v : ℂ) - z)⁻¹

/-- Disorder average of `|G|^s` for a site level uniform on `[0, W]`, for `W > 0` and `|G|^s`
integrable over `[0, W]`. -/
def fractionalMoment (W s : ℝ) (z : ℂ) : ℝ :=
  W⁻¹ * ∫ v in (0 : ℝ)..W, ‖siteGreen v z‖ ^ s

/-- The `s`-th power of `|G|` is the distance from the level to the energy, to the power `-s`. -/
theorem norm_siteGreen_rpow (v s : ℝ) (z : ℂ) :
    ‖siteGreen v z‖ ^ s = ‖(v : ℂ) - z‖ ^ (-s) := by
  rw [siteGreen, norm_inv, Real.inv_rpow (norm_nonneg _), Real.rpow_neg (norm_nonneg _)]

/-- At a real energy `a`, `fractionalMoment` is `W⁻¹` times the integral of `|v - a|^(-s)` from `0`
to `W`. -/
theorem fractionalMoment_ofReal (W s a : ℝ) :
    fractionalMoment W s (a : ℂ) = W⁻¹ * ∫ v in (0 : ℝ)..W, |v - a| ^ (-s) := by
  have e : ∀ v : ℝ, ‖siteGreen v (a : ℂ)‖ ^ s = |v - a| ^ (-s) := fun v => by
    rw [norm_siteGreen_rpow, ← Complex.ofReal_sub, Complex.norm_real, Real.norm_eq_abs]
  simp only [fractionalMoment, e]

/-- For `s < 1` the singularity `|v - a|^(-s)` is integrable on every bounded interval. -/
theorem intervalIntegrable_abs_rpow {s : ℝ} (hs : s < 1) (a b c : ℝ) :
    IntervalIntegrable (fun v : ℝ => |v - a| ^ (-s)) volume b c := by
  have h1 : IntervalIntegrable (fun v : ℝ => (v - a) ^ (-s)) volume b c := by
    simpa using (intervalIntegral.intervalIntegrable_rpow' (a := b - a) (b := c - a)
      (r := -s) (by linarith)).comp_sub_right a
  have h2 : IntervalIntegrable (fun v : ℝ => (a - v) ^ (-s)) volume b c := by
    simpa using (intervalIntegral.intervalIntegrable_rpow' (a := a - b) (b := a - c)
      (r := -s) (by linarith)).comp_sub_left a
  have hm : Measurable (fun v : ℝ => |v - a| ^ (-s)) :=
    (continuous_id.sub continuous_const).abs.measurable.pow_const (-s)
  -- on each side of `a` one of the two one-sided powers equals the integrand
  refine (h1.norm.add h2.norm).mono_fun' hm.aestronglyMeasurable
    (Filter.Eventually.of_forall fun v => ?_)
  show ‖|v - a| ^ (-s)‖ ≤ ‖(v - a) ^ (-s)‖ + ‖(a - v) ^ (-s)‖
  rcases le_total a v with h | h
  · rw [abs_of_nonneg (sub_nonneg.mpr h)]
    exact le_add_of_nonneg_right (norm_nonneg _)
  · rw [abs_of_nonpos (sub_nonpos.mpr h), neg_sub]
    exact le_add_of_nonneg_left (norm_nonneg _)

/-- Exact integral of `|v - a|^(-s)` over the disorder window, for `s < 1` and an energy `a`
in `[0, W]`. -/
theorem integral_abs_rpow {s W a : ℝ} (hs : s < 1) (ha : a ∈ Icc 0 W) :
    ∫ v in (0 : ℝ)..W, |v - a| ^ (-s) = (a ^ (1 - s) + (W - a) ^ (1 - s)) / (1 - s) := by
  have hp : 1 - s ≠ 0 := (sub_pos.mpr hs).ne'
  have left : ∫ v in (0 : ℝ)..a, |v - a| ^ (-s) = a ^ (1 - s) / (1 - s) := by
    have e : ∫ v in (0 : ℝ)..a, |v - a| ^ (-s) = ∫ v in (0 : ℝ)..a, (a - v) ^ (-s) := by
      refine intervalIntegral.integral_congr fun v hv => ?_
      rw [uIcc_of_le ha.1] at hv
      show |v - a| ^ (-s) = (a - v) ^ (-s)
      rw [abs_of_nonpos (by linarith [hv.2]), neg_sub]
    rw [e, intervalIntegral.integral_comp_sub_left (fun x : ℝ => x ^ (-s)) a, sub_self,
      sub_zero, integral_rpow (Or.inl (by linarith)), show -s + 1 = 1 - s by ring,
      Real.zero_rpow hp, sub_zero]
  have right : ∫ v in a..W, |v - a| ^ (-s) = (W - a) ^ (1 - s) / (1 - s) := by
    have e : ∫ v in a..W, |v - a| ^ (-s) = ∫ v in a..W, (v - a) ^ (-s) := by
      refine intervalIntegral.integral_congr fun v hv => ?_
      rw [uIcc_of_le ha.2] at hv
      show |v - a| ^ (-s) = (v - a) ^ (-s)
      rw [abs_of_nonneg (by linarith [hv.1])]
    rw [e, intervalIntegral.integral_comp_sub_right (fun x : ℝ => x ^ (-s)) a, sub_self,
      integral_rpow (Or.inl (by linarith)), show -s + 1 = 1 - s by ring,
      Real.zero_rpow hp, sub_zero]
  rw [← intervalIntegral.integral_add_adjacent_intervals
    (intervalIntegrable_abs_rpow hs a 0 a) (intervalIntegrable_abs_rpow hs a a W),
    left, right, add_div]

/-- For `W > 0`, an algebraic identity that rewrites a multiple of `(W/2)^(1-s)` as
`(2/W)^s / (1-s)`. For `s < 1` both sides are the average of `|v - W/2|^(-s)` over `[0, W]`. -/
theorem midpoint_value {W : ℝ} (hW : 0 < W) (s : ℝ) :
    W⁻¹ * (2 * (W / 2) ^ (1 - s) / (1 - s)) = (2 / W) ^ s / (1 - s) := by
  have h : (W / 2) ^ (1 - s) = W / 2 * (2 / W) ^ s := by
    rw [Real.rpow_sub (by positivity), Real.rpow_one, ← inv_div W 2,
      Real.inv_rpow (by positivity), div_eq_mul_inv (W / 2)]
  rw [h]
  generalize (2 / W) ^ s = t
  rw [show W⁻¹ * (2 * (W / 2 * t) / (1 - s)) = (W⁻¹ * W) * (t / (1 - s)) by ring,
    inv_mul_cancel₀ hW.ne', one_mul]

/-- For `W > 0` and any complex energy `z`, some real energy in `[0, W]` is at least as close
as `z` to every level in `[0, W]`. -/
theorem exists_nearest_energy {W : ℝ} (hW : 0 < W) (z : ℂ) :
    ∃ b ∈ Icc 0 W, ∀ v ∈ Icc 0 W, |v - b| ≤ ‖(v : ℂ) - z‖ := by
  have h : ∀ v : ℝ, |v - z.re| ≤ ‖(v : ℂ) - z‖ := fun v => by
    simpa using Complex.abs_re_le_norm ((v : ℂ) - z)
  rcases lt_or_ge z.re 0 with h0 | h0
  · refine ⟨0, ⟨le_rfl, hW.le⟩, fun v hv => le_trans ?_ (h v)⟩
    rw [abs_of_nonneg (by linarith [hv.1] : 0 ≤ v - 0),
      abs_of_nonneg (by linarith [hv.1] : 0 ≤ v - z.re)]
    linarith
  · rcases le_or_gt z.re W with h1 | h1
    · exact ⟨z.re, ⟨h0, h1⟩, fun v _ => h v⟩
    · refine ⟨W, ⟨hW.le, le_rfl⟩, fun v hv => le_trans ?_ (h v)⟩
      rw [abs_of_nonpos (by linarith [hv.2] : v - W ≤ 0),
        abs_of_nonpos (by linarith [hv.2] : v - z.re ≤ 0)]
      linarith

/-- Fractional-moment bound: for `W > 0` and `0 ≤ s < 1`, `|G|^s` is integrable over the
disorder and its average is at most `(2/W)^s / (1-s)`, at every complex energy. -/
theorem fractionalMoment_le {W s : ℝ} (hW : 0 < W) (hs0 : 0 ≤ s) (hs : s < 1) (z : ℂ) :
    IntervalIntegrable (fun v : ℝ => ‖siteGreen v z‖ ^ s) volume 0 W ∧
      fractionalMoment W s z ≤ (2 / W) ^ s / (1 - s) := by
  obtain ⟨b, hb, hnear⟩ := exists_nearest_energy hW z
  have hp : 0 < 1 - s := sub_pos.mpr hs
  have hne : ({b}ᶜ : Set ℝ) ∈ ae (volume : Measure ℝ) :=
    compl_mem_ae_iff.mpr (measure_singleton b)
  -- moving the energy to `b` can only increase `|G|^s`, except at the single level `v = b`
  have hle : ∀ᵐ v : ℝ, v ∈ Icc 0 W → ‖siteGreen v z‖ ^ s ≤ |v - b| ^ (-s) := by
    filter_upwards [hne] with v hv hm
    have hpos : 0 < |v - b| := abs_pos.mpr (sub_ne_zero.mpr hv)
    rw [norm_siteGreen_rpow, Real.rpow_neg (norm_nonneg _), Real.rpow_neg (abs_nonneg _)]
    exact inv_anti₀ (Real.rpow_pos_of_pos hpos s)
      (Real.rpow_le_rpow hpos.le (hnear v hm) hs0)
  have hm : Measurable (fun v : ℝ => ‖siteGreen v z‖ ^ s) :=
    (Complex.measurable_ofReal.sub_const z).inv.norm.pow_const s
  have hg := intervalIntegrable_abs_rpow hs b 0 W
  have hf : IntervalIntegrable (fun v : ℝ => ‖siteGreen v z‖ ^ s) volume 0 W := by
    refine hg.mono_fun' hm.aestronglyMeasurable
      ((ae_restrict_iff' measurableSet_uIoc).mpr (hle.mono fun v hv hmem => ?_))
    rw [uIoc_of_le hW.le] at hmem
    show ‖‖siteGreen v z‖ ^ s‖ ≤ |v - b| ^ (-s)
    rw [Real.norm_of_nonneg (Real.rpow_nonneg (norm_nonneg _) s)]
    exact hv ⟨hmem.1.le, hmem.2⟩
  refine ⟨hf, ?_⟩
  have hmono := intervalIntegral.integral_mono_ae_restrict hW.le hf hg
    ((ae_restrict_iff' measurableSet_Icc).mpr hle)
  -- concavity of `x^(1-s)` puts the worst energy at the centre of the window
  have hc := (Real.concaveOn_rpow (p := 1 - s) hp.le (by linarith)).2
    (mem_Ici.mpr hb.1) (mem_Ici.mpr (sub_nonneg.mpr hb.2))
    (by norm_num : (0 : ℝ) ≤ 1 / 2) (by norm_num : (0 : ℝ) ≤ 1 / 2) (by norm_num)
  simp only [smul_eq_mul] at hc
  rw [show 1 / 2 * b + 1 / 2 * (W - b) = W / 2 by ring] at hc
  have hsum : b ^ (1 - s) + (W - b) ^ (1 - s) ≤ 2 * (W / 2) ^ (1 - s) := by linarith
  rw [integral_abs_rpow hs hb] at hmono
  rw [← midpoint_value hW s]
  exact mul_le_mul_of_nonneg_left
    (hmono.trans ((div_le_div_iff_of_pos_right hp).mpr hsum)) (inv_nonneg.mpr hW.le)

/-- For `W > 0` and `s < 1`, the fractional moment at the centre `W/2` of the disorder window
equals `(2/W)^s / (1-s)`. -/
theorem fractionalMoment_center {W s : ℝ} (hW : 0 < W) (hs : s < 1) :
    fractionalMoment W s ((W / 2 : ℝ) : ℂ) = (2 / W) ^ s / (1 - s) := by
  rw [fractionalMoment_ofReal, integral_abs_rpow hs ⟨by linarith, by linarith⟩,
    show W - W / 2 = W / 2 by ring, ← two_mul, midpoint_value hW s]

/-- For `W > 0` and a real energy `a`, the modulus of the Green's function is integrable over the
disorder exactly when `a` lies outside `[0, W]`. -/
theorem first_moment_integrable_iff {W : ℝ} (hW : 0 < W) (a : ℝ) :
    IntervalIntegrable (fun v : ℝ => ‖siteGreen v (a : ℂ)‖) volume 0 W ↔ a ∉ Icc 0 W := by
  have e : ∀ v : ℝ, ‖siteGreen v (a : ℂ)‖ = ‖(v - a)⁻¹‖ := fun v => by
    rw [siteGreen, ← Complex.ofReal_sub, norm_inv, Complex.norm_real, norm_inv]
  have key := intervalIntegrable_sub_inv_iff (a := 0) (b := W) (c := a)
  rw [uIcc_of_le hW.le] at key
  have hm : Measurable (fun v : ℝ => (v - a)⁻¹) := (measurable_id.sub_const a).inv
  simp only [e]
  constructor
  · intro h
    -- integrability of the modulus would make the simple pole itself integrable
    refine (key.mp (h.mono_fun hm.aestronglyMeasurable
      (Filter.Eventually.of_forall fun v => ?_))).resolve_left hW.ne
    show ‖(v - a)⁻¹‖ ≤ ‖‖(v - a)⁻¹‖‖
    rw [norm_norm]
  · intro h
    exact (key.mpr (Or.inr h)).norm

end

end FractionalMoments
```

```lean
#print axioms FractionalMoments.fractionalMoment_le
-- 'FractionalMoments.fractionalMoment_le' depends on axioms: [propext, Classical.choice, Quot.sound]
#print axioms FractionalMoments.fractionalMoment_center
-- 'FractionalMoments.fractionalMoment_center' depends on axioms: [propext, Classical.choice, Quot.sound]
#print axioms FractionalMoments.first_moment_integrable_iff
-- 'FractionalMoments.first_moment_integrable_iff' depends on axioms: [propext, Classical.choice, Quot.sound]
```

## A finite average below order one, a divergence at order one

The central theorem, `fractionalMoment_le`, takes a width $W>0$, an exponent $0\le s<1$ and any complex energy $z$. It states that $|G|^s$ is integrable over the disorder window and that

$$\frac1W\int_0^W \frac{dv}{|v-z|^s}\;\le\;\frac{(2/W)^s}{1-s}.$$

Integrability is part of the conclusion for a reason: Lean assigns the value zero to the integral of a non-integrable function, so the inequality alone would not show that the average is finite.

The right-hand side does not depend on $z$. The theorem `fractionalMoment_center` shows that it is also the smallest such bound, because at the centre of the window, $z=W/2$, the average equals it.

The theorem `first_moment_integrable_iff` treats the modulus itself, $s=1$, at a real energy $a$. It states that $|G|$ is integrable over the window exactly when $a$ lies outside $[0,W]$. Since $|G|$ is non-negative, failure of integrability means that the average is infinite. This happens at every energy inside the window and also at the two edges.

## One level, one energy, no hopping

The function `siteGreen v z` is the resolvent of a one-site Hamiltonian, with the sign convention $(H-z)^{-1}$. The opposite convention, $(z-H)^{-1}$, has the same modulus, so the results hold for it too. The real number `v` is the site level and the complex number `z` is the energy, whose imaginary part may be zero, positive or negative.

The definition `fractionalMoment W s z` is the disorder average whenever $|G|^s$ is integrable over the window. The factor `W⁻¹` is the constant probability density of the uniform distribution, and the interval integral runs over the possible levels. Both sides of the bound carry the dimension of energy to the power $-s$, so wider disorder gives a smaller bound when $s>0$. At $s=0$ both sides equal 1.

The condition $s\ge0$ is needed for a bound that holds at all energies. For negative $s$ the average is that of a positive power of the distance $|v-z|$, which grows without limit as $z$ moves away from the window.

In the theory of Anderson localization, the diagonal Green's function of a lattice site depends on that site's own level through the same form $1/(v-w)$, with a complex $w$ set by the energy and the rest of the lattice, although the model here is a single site without hopping. The theorems contain no statement about decay between distant sites, and they treat only the uniform distribution.

## The exact integral at an energy inside the window

Let $a$ be a real energy in $[0,W]$ and let $s<1$. The distance $|v-a|$ is $a-v$ to the left of $a$ and $v-a$ to the right, so the integral splits into two elementary ones:

$$\int_0^a (a-v)^{-s}\,dv=\frac{a^{1-s}}{1-s},\qquad \int_a^W (v-a)^{-s}\,dv=\frac{(W-a)^{1-s}}{1-s}.$$

Both are finite because $1-s>0$ makes the antiderivative vanish at the singular point. Adding them gives

$$\int_0^W|v-a|^{-s}\,dv=\frac{a^{1-s}+(W-a)^{1-s}}{1-s}.$$

This is `integral_abs_rpow`. Its two intermediate results, `left` and `right`, are the two integrals above. In each, `integral_congr` removes the absolute value, a change of variable moves the singularity to the origin, and `integral_rpow` integrates the power.

Joining the two halves requires integrability on each, which `intervalIntegrable_abs_rpow` supplies. That lemma starts from the integrability of $x^{-s}$ for $s<1$, shifts and reflects it, and observes that $|v-a|^{-s}$ is bounded by the sum of the norms of the two one-sided powers. On either side of $a$ one of them equals the integrand, and the other contributes a non-negative amount.

## Moving a complex energy into the window

Now let $z=x+iy$ be arbitrary. Dropping the imaginary part can only shorten the distance to a real level:

$$|v-z|=\sqrt{(v-x)^2+y^2}\ge|v-x|.$$

Let $b$ be the point of $[0,W]$ nearest to $x$. If $x<0$, then $b=0$ and $v-b=v\le v-x$ for every level in the window. If $x>W$, then $b=W$ and $b-v=W-v\le x-v$. Otherwise $b=x$. In all three cases $|v-b|\le|v-z|$ for every $v\in[0,W]$, which is the content of `exists_nearest_energy`. Its case distinctions on `z.re` are these three cases.

Since $s\ge0$, a shorter distance gives a larger or equal inverse power:

$$|G|^s=|v-z|^{-s}\le|v-b|^{-s}\qquad(v\neq b).$$

The lemma `norm_siteGreen_rpow` provides the first equality. In `fractionalMoment_le` the inequality is called `hle`. It is stated for almost every `v`, because the single level $v=b$ has probability zero. It is used twice: `mono_fun'` turns it into integrability of $|G|^s$, and `integral_mono_ae_restrict` turns it into an inequality between integrals.

## Why the centre gives the largest average

It remains to bound the exact integral over all positions $b$ in the window. The exponent $1-s$ lies in $(0,1]$, so $x^{1-s}$ is concave on $x\ge0$. Applying concavity to the points $b$ and $W-b$, whose midpoint is $W/2$, gives

$$\frac{b^{1-s}+(W-b)^{1-s}}2\le\left(\frac W2\right)^{1-s}.$$

Combining this with the exact integral and dividing by $W$ yields

$$\frac1W\int_0^W|G|^s\,dv\le\frac1W\,\frac{2(W/2)^{1-s}}{1-s}=\frac{(W/2)^{-s}}{1-s}=\frac{(2/W)^s}{1-s}.$$

In the code, `Real.concaveOn_rpow` with both weights equal to `1 / 2` gives the concavity inequality, recorded as `hc` and rearranged into `hsum`. The last chain of equalities is `midpoint_value`.

At $z=W/2$ none of these estimates loses anything. The exact integral with $a=W/2$ has two equal terms, and its average is $(2/W)^s/(1-s)$. The proof of `fractionalMoment_center` follows this calculation directly, after `fractionalMoment_ofReal` has rewritten the complex norm as a real absolute value.

## The logarithm at the first moment

At $s=1$ the antiderivative is a logarithm, which does not stay finite at the singular point. For $0\le a<W$ and a small cutoff $\varepsilon>0$,

$$\int_{a+\varepsilon}^W\frac{dv}{v-a}=\ln\frac{W-a}{\varepsilon}\longrightarrow\infty\qquad(\varepsilon\to0).$$

At the upper edge, $a=W$, the levels to the left give $\ln(W/\varepsilon)$, which diverges in the same way. If $a$ lies outside $[0,W]$, its distance to the window is some $\delta>0$. Then $|G|\le1/\delta$ for all levels, and the average is finite.

The formal proof takes the corresponding criterion for the signed function $1/(v-a)$ from Mathlib, through `intervalIntegrable_sub_inv_iff`. That criterion allows integrability either on an interval of zero length, which `hW` excludes, or when the pole lies outside the interval. The remaining work is to pass between the signed function and its modulus. In one direction, `mono_fun` shows that an integrable modulus would make the signed function integrable, since the function is measurable and has the same norm. In the other, the norm of an integrable function is integrable.
